# Atoms in general position: the reduction formula gives $n$ per orbit for any $n$-dimensional representation

Let a finite group $G$ of symmetry operations permute a finite set $X$ of atoms so that only the identity $E$ leaves any atom in place. Let $\mathrm{fix}(g)$ be the number of atoms unmoved by $g$, let $\chi$ be the character of any complex $n$-dimensional representation of $G$, and let $N$ be the number of orbits, the sets of symmetry-equivalent atoms. Then

$$\frac{1}{|G|}\sum_{g\in G}\mathrm{fix}(g)\,\chi(g^{-1}) \;=\; \frac{n\,|X|}{|G|} \;=\; nN .$$

Since $\mathrm{fix}$ is the character of one s orbital per atom, for $\chi$ irreducible over $\mathbb C$ the sum is the familiar count of how often that symmetry species occurs. In a basis of one s orbital per atom, with all atoms in general position, it is then the size of each of the $n$ identical blocks, one per partner function, that this species contributes to a fully symmetry-blocked one-electron Hamiltonian commuting with $G$; with a shell of $m$ orbitals on every atom the value is multiplied by $m$, as shown below.

## Atoms, operations and characters

```lean
import Mathlib

open Matrix Finset
open scoped Kronecker

namespace GeneralPositionOrbitals

noncomputable section

variable {G X : Type*} [Group G] [MulAction G X] {n m : ℕ}
```

`G` is a group and `MulAction G X` an action on the atoms, written `g • x` for $g\cdot x$, with $E\cdot x=x$ and $(gk)\cdot x=g\cdot(k\cdot x)$. Lean writes $E$ as `1`. No coordinates appear: geometry enters only through which atom goes where. The natural numbers `n` and `m` are dimensions.

```lean
/-- The atoms are in general position: only the identity operation fixes any atom. -/
def GeneralPosition (G X : Type*) [Group G] [MulAction G X] : Prop :=
  ∀ (g : G) (x : X), g • x = x → g = 1
```

If $g\cdot x=x$ for some atom $x$, then $g=E$. For a point group this says that no atom lies on a rotation axis, a mirror plane or an inversion centre. It is a hypothesis, called `h` below.

```lean
/-- The orbits, i.e. the sets of symmetry-equivalent atoms. -/
abbrev Orbits (G X : Type*) [Group G] [MulAction G X] := Quotient (MulAction.orbitRel G X)
```

Two atoms are related when an operation carries one to the other, and `Orbits G X` is the set of equivalence classes. Its size `Nat.card (Orbits G X)` is $N$.

```lean
/-- The number of atoms left in place by the operation `g`. -/
def fixCount (X : Type*) [MulAction G X] [Fintype X] [DecidableEq X] (g : G) : ℕ :=
  (univ.filter fun x : X => g • x = x).card
```

This is $\mathrm{fix}(g)=|\{x\in X : g\cdot x=x\}|$.

```lean
/-- The matrix of `g` on one s orbital per atom: the orbital on `y` goes to that on `g • y`. -/
def permMatrix (X : Type*) [MulAction G X] [DecidableEq X] (g : G) : Matrix X X ℂ :=
  Matrix.of fun x y => if g • y = x then 1 else 0
```

The matrix $P(g)$ has rows and columns labelled by atoms, with $P(g)_{xy}=1$ if $g\cdot y=x$ and $0$ otherwise. Column $y$ says where the orbital on atom $y$ goes. No signs occur, as is right for s orbitals.

```lean
/-- The character of a matrix representation. -/
def character (D : G →* Matrix (Fin n) (Fin n) ℂ) (g : G) : ℂ := (D g).trace
```

The type `G →* Matrix (Fin n) (Fin n) ℂ` is that of maps $D$ to complex $n\times n$ matrices with $D(gk)=D(g)D(k)$ and $D(E)=\mathbb 1$. The character is $\chi(g)=\operatorname{tr}D(g)$. Neither irreducibility nor unitarity is assumed.

```lean
/-- The reduction formula `(1/|G|) ∑ ψ(g) χ(g⁻¹)`. -/
def reduction [Fintype G] (ψ χ : G → ℂ) : ℂ :=
  (1 / (Fintype.card G : ℂ)) * ∑ g, ψ g * χ g⁻¹
```

For two functions $\psi,\chi$ on the group, $a(\psi,\chi)=\frac1{|G|}\sum_g\psi(g)\chi(g^{-1})$. For unitary $D$ the factor $\chi(g^{-1})$ is the complex conjugate $\chi(g)^*$ of the character tables.

```lean
/-- Intertwiners from the s orbitals to the representation `D`: a vector for each atom,
with `f (g • x) = D(g) f(x)`. -/
def intertwiners (X : Type*) [MulAction G X] (D : G →* Matrix (Fin n) (Fin n) ℂ) :
    Submodule ℂ (X → Fin n → ℂ) where
  carrier := {f | ∀ g x, f (g • x) = D g *ᵥ f x}
  add_mem' := by
    intro a b ha hb g x
    simp only [Pi.add_apply, Matrix.mulVec_add, ha g x, hb g x]
  zero_mem' := by
    intro g x
    simp
  smul_mem' := by
    intro c a ha g x
    simp only [Pi.smul_apply, Matrix.mulVec_smul, ha g x]
```

An element $f$ assigns a vector $f(x)\in\mathbb C^n$ to every atom, subject to $f(g\cdot x)=D(g)f(x)$; the symbol `*ᵥ` is matrix times vector. If $T$ is the linear map that sends the orbital on $x$ to $f(x)$, the condition reads $TP(g)=D(g)T$. The three short proofs show that sums, zero and scalar multiples satisfy it, so these $f$ form a vector space.

## Labelling atoms by orbit and operation

```lean
/-- In general position every atom is reached exactly once as an operation applied to the
chosen representative of an orbit. -/
theorem orbit_param_bijective (h : GeneralPosition G X) :
    Function.Bijective fun p : Orbits G X × G => p.2 • p.1.out := by
  constructor
  · rintro ⟨q, g⟩ ⟨q', g'⟩ hp
    change g • q.out = g' • q'.out at hp
    have hq : q = q' := by
      have hk : (g⁻¹ * g') • q'.out = q.out := by rw [mul_smul, ← hp, inv_smul_smul]
      exact q.out_eq.symm.trans ((Quotient.sound (MulAction.orbitRel_apply.mpr
        (MulAction.mem_orbit_iff.mpr ⟨_, hk⟩))).trans q'.out_eq)
    rw [← hq] at hp
    -- g'⁻¹ g fixes the representative, hence is the identity
    have h1 := h (g'⁻¹ * g) q.out (by rw [mul_smul, hp, inv_smul_smul])
    exact Prod.ext hq (inv_mul_eq_one.mp h1).symm
  · intro x
    have hr : MulAction.orbitRel G X (Quotient.mk (MulAction.orbitRel G X) x).out x := by
      exact Quotient.exact (Quotient.out_eq (Quotient.mk (MulAction.orbitRel G X) x))
    obtain ⟨g, hg⟩ := MulAction.mem_orbit_iff.mp (MulAction.orbitRel_apply.mp hr)
    refine ⟨(Quotient.mk (MulAction.orbitRel G X) x, g⁻¹), ?_⟩
    change g⁻¹ • (Quotient.mk (MulAction.orbitRel G X) x).out = x
    rw [← hg, inv_smul_smul]
```

For each orbit $q$, `q.out` is one chosen atom $r_q$ in it. The theorem says that $(q,g)\mapsto g\cdot r_q$ is a bijection from orbits $\times\,G$ onto $X$; finiteness is not yet needed.

The map is one-to-one. Suppose $g\cdot r_q=g'\cdot r_{q'}$. Then $(g^{-1}g')\cdot r_{q'}=r_q$ (`hk`), so both representatives lie in one orbit and $q=q'$ (`hq`). Now $(g'^{-1}g)\cdot r_q=r_q$, general position gives $g'^{-1}g=E$ (`h1`), and $g=g'$. The map is also onto: an atom $x$ and the representative $r_q$ of its orbit satisfy $g\cdot x=r_q$ for some $g$ (`hg`), so $x=g^{-1}\cdot r_q$.

## The s-orbital matrices and their traces

```lean
variable [Fintype X] [DecidableEq X]

/-- The s-orbital matrices multiply like the operations. -/
theorem permMatrix_mul (g k : G) :
    permMatrix X g * permMatrix X k = permMatrix X (g * k) := by
  ext x z
  rw [Matrix.mul_apply, Finset.sum_eq_single (k • z)]
  · simp [permMatrix, mul_smul]
  · intro y _ hy
    simp [permMatrix, hy.symm]
  · simp
```

From here on $X$ is finite. Writing $[A]$ for $1$ if $A$ holds and $0$ otherwise,
$$\bigl(P(g)P(k)\bigr)_{xz}=\sum_y [g\cdot y=x]\,[k\cdot z=y]=[(gk)\cdot z=x]=P(gk)_{xz},$$
because only $y=k\cdot z$ contributes.

```lean
/-- The trace of the s-orbital matrix of `g` is the number of unmoved atoms. -/
theorem trace_permMatrix (g : G) : (permMatrix X g).trace = (fixCount X g : ℂ) := by
  simp [permMatrix, fixCount, Matrix.trace]
```

The diagonal entry $P(g)_{xx}$ is $[g\cdot x=x]$, so $\operatorname{tr}P(g)=\mathrm{fix}(g)$. This and the product rule hold without general position.

```lean
/-- In general position an operation other than the identity leaves no atom in place. -/
theorem fixCount_eq_zero (h : GeneralPosition G X) {g : G} (hg : g ≠ 1) :
    fixCount X g = 0 := by
  rw [fixCount, Finset.card_eq_zero, Finset.filter_eq_empty_iff]
  exact fun x _ hx => hg (h g x hx)
```

For $g\ne E$ no atom is fixed, so $\mathrm{fix}(g)=0$.

```lean
variable [Fintype G]

omit [DecidableEq X] in
/-- In general position the number of atoms is the number of orbits times the group order. -/
theorem card_eq_orbits_mul (h : GeneralPosition G X) :
    Fintype.card X = Nat.card (Orbits G X) * Fintype.card G := by
  rw [← Nat.card_eq_fintype_card (α := X), ← Nat.card_eq_fintype_card (α := G),
    ← Nat.card_prod]
  exact (Nat.card_eq_of_bijective _ (orbit_param_bijective h)).symm
```

With $G$ finite too, counting both sides of the bijection gives $|X|=N\,|G|$.

## The value of the reduction formula

```lean
/-- For atoms in general position and any `n`-dimensional representation, the reduction formula
applied to the count of unmoved atoms gives `n |X| / |G|`, which is `n` times the number of
orbits. -/
theorem reduction_generalPosition (h : GeneralPosition G X)
    (D : G →* Matrix (Fin n) (Fin n) ℂ) :
    reduction (fun g : G => (fixCount X g : ℂ)) (character D)
        = n * (Fintype.card X : ℂ) / Fintype.card G ∧
      reduction (fun g : G => (fixCount X g : ℂ)) (character D)
        = n * (Nat.card (Orbits G X) : ℂ) := by
  have hG : (Fintype.card G : ℂ) ≠ 0 := by exact_mod_cast Fintype.card_ne_zero
  -- only the identity contributes
  have h1 : ∑ g : G, (fixCount X g : ℂ) * character D g⁻¹ = Fintype.card X * n := by
    rw [Finset.sum_eq_single (1 : G)]
    · simp [fixCount, character]
    · intro g _ hg
      simp [fixCount_eq_zero h hg]
    · simp
  simp only [reduction]
  rw [h1]
  refine ⟨by ring, ?_⟩
  rw [card_eq_orbits_mul h]
  push_cast
  field_simp
```

The symbol `∧` joins two equations in $\mathbb C$: $a(\mathrm{fix},\chi)=n|X|/|G|$ and $a(\mathrm{fix},\chi)=nN$. The terms with $g\neq E$ vanish, so
$$\sum_g \mathrm{fix}(g)\,\chi(g^{-1})=\mathrm{fix}(E)\operatorname{tr}D(E)=|X|\,n ,$$
which is `h1`. Division by $|G|$ gives the first equation, which `ring` closes. For the second, $|X|$ is replaced by $N|G|$ and `field_simp` cancels $|G|$, nonzero by `hG`.

### A sum with one surviving term: `Finset.sum_eq_single`

This Mathlib lemma is the formal version of "only one term contributes". For a finite index set $s$, a summand $F$ and a chosen index $b$, it gives $\sum_{x\in s}F(x)=F(b)$ under two conditions: $F(x)=0$ for every other $x\in s$, and $F(b)=0$ if $b$ is not in $s$. After `rw [Finset.sum_eq_single (1 : G)]` three goals remain, one for each `·` in `h1`. The first evaluates the identity term as $|X|\,n$. The second takes $g\ne E$ and applies `fixCount_eq_zero`. The third holds because a sum over all of $G$ contains $E$. The same lemma picks $y=k\cdot z$ in `permMatrix_mul`.

## A shell of $m$ orbitals on each atom

```lean
/-- With a shell of `m` orbitals per atom transforming by `R`, atoms in general position give
`m n` times the number of orbits in the reduction formula. -/
theorem reduction_shell (h : GeneralPosition G X) (R : G →* Matrix (Fin m) (Fin m) ℂ)
    (D : G →* Matrix (Fin n) (Fin n) ℂ) :
    reduction (fun g : G => (permMatrix X g ⊗ₖ R g).trace) (character D)
      = m * n * (Nat.card (Orbits G X) : ℂ) := by
  have hG : (Fintype.card G : ℂ) ≠ 0 := by exact_mod_cast Fintype.card_ne_zero
  simp only [reduction, Matrix.trace_kronecker, trace_permMatrix]
  have h1 : ∑ g : G, (fixCount X g : ℂ) * (R g).trace * character D g⁻¹
      = Fintype.card X * m * n := by
    rw [Finset.sum_eq_single (1 : G)]
    · simp [fixCount, character]
    · intro g _ hg
      simp [fixCount_eq_zero h hg]
    · simp
  rw [h1, card_eq_orbits_mul h]
  push_cast
  field_simp
```

Each atom now carries $m$ orbitals that mix under $g$ by an $m\times m$ matrix $R(g)$, the same representation $R$ on every atom. An example is a p shell along common fixed axes, with $m=3$. The operation acts by the Kronecker product $P(g)\otimes R(g)$, written `⊗ₖ`, whose trace is $\mathrm{fix}(g)\operatorname{tr}R(g)$ by `Matrix.trace_kronecker`. Again only $E$ survives, with value $|X|\,m\,n$, and division by $|G|$ gives $mnN$. Only the dimension of $R$ enters the answer.

## What the number counts

```lean
/-- In general position the intertwiners from the s orbitals to an `n`-dimensional
representation form a space of dimension `n` times the number of orbits, and this dimension
equals the reduction formula. -/
theorem finrank_intertwiners (h : GeneralPosition G X) (D : G →* Matrix (Fin n) (Fin n) ℂ) :
    Module.finrank ℂ (intertwiners X D) = n * Nat.card (Orbits G X) ∧
      (Module.finrank ℂ (intertwiners X D) : ℂ)
        = reduction (fun g : G => (fixCount X g : ℂ)) (character D) := by
  have key : Module.finrank ℂ (intertwiners X D) = n * Nat.card (Orbits G X) := by
    have : Fintype (Orbits G X) := Fintype.ofFinite _
    let e := Equiv.ofBijective _ (orbit_param_bijective h)
    have he : ∀ q g, e (q, g) = g • q.out := fun _ _ => rfl
    -- restriction to the orbit representatives
    let L : intertwiners X D →ₗ[ℂ] (Orbits G X → Fin n → ℂ) :=
      { toFun := fun f q => f.1 q.out
        map_add' := fun _ _ => rfl
        map_smul' := fun _ _ => rfl }
    have hL : Function.Bijective L := by
      constructor
      · intro f f' hf
        apply Subtype.ext
        funext x
        obtain ⟨⟨q, g⟩, rfl⟩ := e.surjective x
        have hq : f.1 q.out = f'.1 q.out := congrFun hf q
        rw [he, f.2 g, f'.2 g, hq]
      · intro c
        -- any values on the representatives extend to an intertwiner
        refine ⟨⟨fun x => D (e.symm x).2 *ᵥ c (e.symm x).1, ?_⟩, ?_⟩
        · intro k x
          obtain ⟨⟨q, g⟩, rfl⟩ := e.surjective x
          have hk : k • e (q, g) = e (q, k * g) := by rw [he, he, mul_smul]
          simp only [hk, Equiv.symm_apply_apply, map_mul, Matrix.mulVec_mulVec]
        · funext q
          have hq : e.symm q.out = (q, 1) := by rw [Equiv.symm_apply_eq, he, one_smul]
          change D (e.symm q.out).2 *ᵥ c (e.symm q.out).1 = c q
          rw [hq]
          simp
    rw [(LinearEquiv.ofBijective L hL).finrank_eq]
    simp [Module.finrank_pi_fintype, Nat.card_eq_fintype_card, mul_comm]
  refine ⟨key, ?_⟩
  rw [key, (reduction_generalPosition h D).2]
  push_cast
  rfl
```

`Module.finrank ℂ` is the complex dimension. The space of intertwiners has dimension $nN$, and this equals $a(\mathrm{fix},\chi)$.

The argument restricts $f$ to the representatives: the linear map `L` sends $f$ to the list of $N$ vectors $f(r_q)$. It is one-to-one, since every atom is some $g\cdot r_q$ and $f(g\cdot r_q)=D(g)f(r_q)$ is fixed by the list. It is onto: given vectors $c_q$, set $f(g\cdot r_q)=D(g)c_q$, which is unambiguous because the label $(q,g)$ of an atom is unique. In the code `e` is the bijection and `e.symm` reads off the label. For any operation $k$,
$$f\bigl(k\cdot(g\cdot r_q)\bigr)=D(kg)\,c_q=D(k)\,f(g\cdot r_q),$$
using `hk`, and $f(r_q)=D(E)c_q=c_q$. Lists of $N$ vectors in $\mathbb C^n$ form a space of dimension $nN$, and `reduction_generalPosition` supplies the second equation.

For irreducible $D$ this dimension is the multiplicity of the species by Schur's lemma and complete reducibility; that identification, and with it the block sizes mentioned at the start, is standard theory that is not proved here. The dimension count is stated for s orbitals only.

## A converse for the totally symmetric species

```lean
/-- For the constant character `1` the reduction formula gives `|X| / |G|` exactly when the
atoms are in general position. -/
theorem reduction_one_iff :
    reduction (fun g : G => (fixCount X g : ℂ)) (fun _ => 1)
      = (Fintype.card X : ℂ) / Fintype.card G ↔ GeneralPosition G X := by
  classical
  have hG : (Fintype.card G : ℂ) ≠ 0 := by exact_mod_cast Fintype.card_ne_zero
  have h1 : fixCount X (1 : G) = Fintype.card X := by simp [fixCount]
  simp only [reduction, mul_one]
  rw [one_div, inv_mul_eq_div, div_left_inj' hG]
  constructor
  · intro hs g x hx
    by_contra hg
    have hsum : ∑ k : G, fixCount X k = Fintype.card X := by exact_mod_cast hs
    -- the identity alone already exhausts the sum
    have hle : ∑ k ∈ ({1, g} : Finset G), fixCount X k ≤ ∑ k : G, fixCount X k :=
      Finset.sum_le_sum_of_subset (Finset.subset_univ _)
    rw [Finset.sum_pair (Ne.symm hg)] at hle
    have hpos : 0 < fixCount X g := Finset.card_pos.mpr ⟨x, by simp [hx]⟩
    omega
  · intro h
    rw [Finset.sum_eq_single (1 : G), h1]
    · intro g _ hg
      simp [fixCount_eq_zero h hg]
    · simp
```

Here $\chi=1$ for all $g$, general position is not assumed, and `↔` means "if and only if". After cancelling $|G|$ the equation is $\sum_g\mathrm{fix}(g)=|X|$. Suppose it holds and some $g\ne E$ fixes an atom. All terms are non-negative integers and $\mathrm{fix}(E)=|X|$ (`h1`), so $|X|+\mathrm{fix}(g)\le\sum_k\mathrm{fix}(k)=|X|$ (`hle`, `hsum`), while $\mathrm{fix}(g)>0$ (`hpos`). The tactic `omega`, which decides linear arithmetic on natural numbers, finds the contradiction. The other direction is the single-term sum again. No converse is stated for other characters.

## One orbit, and the smallest systems

```lean
/-- A group acting on itself by left multiplication is in general position, and the reduction
formula for an `n`-dimensional representation gives `n`. -/
theorem regular_witness [DecidableEq G] (D : G →* Matrix (Fin n) (Fin n) ℂ) :
    GeneralPosition G G ∧ reduction (fun g : G => (fixCount G g : ℂ)) (character D) = n := by
  have hG : (Fintype.card G : ℂ) ≠ 0 := by exact_mod_cast Fintype.card_ne_zero
  have h : GeneralPosition G G := by
    intro g x hx
    have hx' : g * x = 1 * x := by rw [one_mul]; exact hx
    exact mul_right_cancel hx'
  exact ⟨h, by rw [(reduction_generalPosition h D).1, mul_div_assoc, div_self hG, mul_one]⟩

end

end GeneralPositionOrbitals
```

Take $X=G$ with $g\cdot x=gx$. From $gx=x$ cancellation gives $g=E$, so every finite group has an action in general position (an abstract one, with no positions in space implied), and the formula gives $n|G|/|G|=n$. The matrices $P(g)$ are then those of the regular representation.

For $G=\{E,\sigma\}$ with a mirror $\sigma$ that exchanges two atoms $A$ and $B$, one has $\mathrm{fix}(E)=2$ and $\mathrm{fix}(\sigma)=0$. The one-dimensional representations $D_\pm(\sigma)=\pm1$ each give $\frac12(2\cdot1+0)=1$. The intertwiners are the multiples of $f(A)=1$, $f(B)=\pm1$, which correspond, for orthonormal orbitals $\phi_A,\phi_B$, to $(\phi_A\pm\phi_B)/\sqrt2$. A third atom on the mirror makes $\mathrm{fix}(E)=3$ and $\mathrm{fix}(\sigma)=1$, and the symmetric species gives $2$ in place of $|X|/|G|=3/2$. For the trivial group every arrangement is in general position, $N=|X|$, and the value is $n|X|$. For empty $X$ or $n=0$ both sides of the main equation vanish.

```lean
#print axioms GeneralPositionOrbitals.reduction_generalPosition
#print axioms GeneralPositionOrbitals.reduction_shell
#print axioms GeneralPositionOrbitals.finrank_intertwiners
#print axioms GeneralPositionOrbitals.reduction_one_iff
```

```
'GeneralPositionOrbitals.reduction_generalPosition' depends on axioms: [propext, Classical.choice, Quot.sound]
'GeneralPositionOrbitals.reduction_shell' depends on axioms: [propext, Classical.choice, Quot.sound]
'GeneralPositionOrbitals.finrank_intertwiners' depends on axioms: [propext, Classical.choice, Quot.sound]
'GeneralPositionOrbitals.reduction_one_iff' depends on axioms: [propext, Classical.choice, Quot.sound]
```
